# In Fourier space, every term of a sum of Gaussians with exponents at most \(A\) is damped by a factor of \(\varepsilon\) or smaller once \(G^2\ge 4A\ln(1/\varepsilon)\)

## A Gaussian pseudopotential on a plane-wave grid

Effective core potentials for molecular calculations are often tabulated as Gaussian expansions. Suppose that such a potential is to be used in a periodic cell, where the local potential enters through its Fourier components. Narrow Gaussians in real space are broad in reciprocal space, so the largest exponent should control how far out in \(G\) the components matter. The question is how far, for a given tolerance.

Consider a spherical potential

\[
V(r)=\sum_i c_i e^{-a_i r^2},\qquad a_i>0,
\]

with finitely many terms and real coefficients \(c_i\). Its three-dimensional Fourier transform depends only on the length \(G\) of the wave vector. Integrating over angles, with \(u\) the cosine of the angle between \(\mathbf G\) and \(\mathbf r\), gives for \(G>0\)

\[
\int e^{-i\mathbf G\cdot\mathbf r}V(r)\,d^3r
=2\pi\int_0^\infty r^2V(r)\int_{-1}^{1}e^{-iGru}\,du\,dr
=\frac{4\pi}{G}\int_0^\infty r\sin(Gr)\,V(r)\,dr .
\]

Call the last expression \(T[V](G)\). The Lean file takes it as the definition of the transform; the angular integration is the reason for that definition and is not part of the file.

## The transform and its cutoff

For \(a,G>0\),

\[
T[e^{-ar^2}](G)=\left(\frac{\pi}{a}\right)^{3/2}e^{-G^2/(4a)} .
\]

If \(0<a_i\le A\) for every term, \(G>0\) and \(\varepsilon>0\), then

\[
G^2\ge 4A\ln(1/\varepsilon)\quad\Longrightarrow\quad
|T[V](G)|\le\varepsilon\sum_i|c_i|\left(\frac{\pi}{a_i}\right)^{3/2}.
\]

For a single Gaussian with \(c\ne0\) and \(A=a\), the implication is an equivalence.

For this local, purely Gaussian form of the potential, the result turns a tolerance into a grid radius. With \(A=10\) in inverse square bohr and \(\varepsilon=10^{-6}\), the condition is \(G\ge 23.5\) inverse bohr, approximately.

## Derivation

**The cosine integral.** Completing the square,

\[
-ax^2+iGx=-a\left(x-\frac{iG}{2a}\right)^2-\frac{G^2}{4a}.
\]

The Gaussian is entire and decays at both ends of the strip between the real axis and the shifted line, so the contour may be moved back to the real axis. The real part of the result is

\[
C:=\int_{-\infty}^{\infty}\cos(Gx)e^{-ax^2}dx=\sqrt{\frac{\pi}{a}}\,e^{-G^2/(4a)} .
\]

**The factor \(x\).** Let \(S=\int_{-\infty}^{\infty}x\sin(Gx)e^{-ax^2}dx\). Since

\[
\frac{d}{dx}\left[\sin(Gx)e^{-ax^2}\right]
=G\cos(Gx)e^{-ax^2}-2a\,x\sin(Gx)e^{-ax^2}
\]

and the bracket vanishes at \(\pm\infty\), integration gives \(0=GC-2aS\), hence \(S=GC/(2a)\).

**The half line.** The integrand of \(S\) is even, so the integral over \((0,\infty)\) is \(S/2\). Therefore

\[
T[e^{-ar^2}](G)=\frac{4\pi}{G}\cdot\frac12\cdot\frac{G}{2a}\sqrt{\frac{\pi}{a}}\,e^{-G^2/(4a)}
=\left(\frac{\pi}{a}\right)^{3/2}e^{-G^2/(4a)} .
\]

**The sum.** By linearity and the triangle inequality,

\[
|T[V](G)|\le\sum_i|c_i|\left(\frac{\pi}{a_i}\right)^{3/2}e^{-G^2/(4a_i)} .
\]

Taking logarithms, \(e^{-G^2/(4a_i)}\le\varepsilon\) is equivalent to \(4a_i\ln(1/\varepsilon)\le G^2\). If \(\ln(1/\varepsilon)\ge0\), this follows from \(4a_i\ln(1/\varepsilon)\le4A\ln(1/\varepsilon)\le G^2\). If the logarithm is negative, the left side is negative and there is nothing to check. So every exponential is at most \(\varepsilon\), which gives the bound without requiring \(\varepsilon<1\).

**One term.** For \(V=c\,e^{-ar^2}\) with \(c\neq0\), the triangle inequality is an equality. Dividing by the positive number \(|c|(\pi/a)^{3/2}\) leaves exactly \(e^{-G^2/(4a)}\le\varepsilon\), hence the equivalence.

## An exponent above \(A\) can break the bound

Drop the hypothesis \(a_i\le A\) and take one Gaussian with \(c=1\), \(a=4\), but \(A=1\). Let \(\varepsilon=e^{-1}\) and \(G=2\). The cutoff condition holds, because \(4A\ln(1/\varepsilon)=4=G^2\). The damping factor is nevertheless \(e^{-4/16}=e^{-1/4}\), which is larger than \(e^{-1}\). To apply the theorem, \(A\) must therefore be at least the largest exponent in the expansion. For a sum, the resulting cutoff is sufficient but not always necessary: if the tightest Gaussian has a very small coefficient beside the others, the bound can already hold at a smaller \(G\).

## The Lean file

```lean
import Mathlib

open Real MeasureTheory Set

namespace GaussianPseudopotentialTransform

noncomputable section

/-- The spherical Gaussian `exp(-a r²)` with exponent `a`. -/
def gaussian (a r : ℝ) : ℝ := Real.exp (-a * r ^ 2)

/-- A finite Gaussian expansion `V(r) = ∑ᵢ cᵢ exp(-aᵢ r²)`. -/
def gaussianSum {ι : Type*} (s : Finset ι) (c a : ι → ℝ) (r : ℝ) : ℝ :=
  ∑ i ∈ s, c i * gaussian (a i) r

/-- The radial Fourier transform `(4π/G) ∫₀^∞ r sin(G r) V(r) dr` of a spherical function. -/
def radialTransform (V : ℝ → ℝ) (G : ℝ) : ℝ :=
  4 * π / G * ∫ r in Ioi (0 : ℝ), r * Real.sin (G * r) * V r

/-- An integrable function times a continuous factor of modulus at most one is integrable. -/
theorem integrable_bounded_mul {h g : ℝ → ℝ} (hh : Continuous h) (hb : ∀ x, |h x| ≤ 1)
    (hg : Integrable g) : Integrable (fun x => h x * g x) := by
  refine Integrable.mono hg (hh.aestronglyMeasurable.mul hg.aestronglyMeasurable)
    (Filter.Eventually.of_forall fun x => ?_)
  show ‖h x * g x‖ ≤ ‖g x‖
  rw [norm_mul, Real.norm_eq_abs (h x)]
  exact mul_le_of_le_one_left (norm_nonneg _) (hb x)

/-- For `a > 0` the function `x sin(G x) exp(-a x²)` is integrable on the real line. -/
theorem integrable_radial {a : ℝ} (ha : 0 < a) (G : ℝ) :
    Integrable (fun x : ℝ => x * Real.sin (G * x) * gaussian a x) := by
  have h := integrable_bounded_mul (h := fun x => Real.sin (G * x)) (by fun_prop)
    (fun x => Real.abs_sin_le_one _) (integrable_mul_exp_neg_mul_sq ha)
  refine h.congr (Filter.Eventually.of_forall fun x => ?_)
  simp only [gaussian]
  ring

/-- Cosine transform of a Gaussian on the line:
`∫ cos(G x) exp(-a x²) dx = √(π/a) exp(-G²/(4a))` for `a > 0`. -/
theorem integral_cos_mul_gaussian {a : ℝ} (ha : 0 < a) (G : ℝ) :
    ∫ x : ℝ, Real.cos (G * x) * gaussian a x
      = Real.sqrt (π / a) * Real.exp (-G ^ 2 / (4 * a)) := by
  have hb : (-(a : ℂ)).re < 0 := by simpa using ha

  have h := integral_cexp_quadratic hb (Complex.I * (G : ℂ)) 0
  have hi := integrable_cexp_quadratic' hb (Complex.I * (G : ℂ)) 0
  -- the real part of the complex integrand
  have hpt : ∀ x : ℝ,
      (Complex.exp (-(a : ℂ) * (x : ℂ) ^ 2 + Complex.I * (G : ℂ) * (x : ℂ) + 0)).re
        = Real.cos (G * x) * gaussian a x := by
    intro x
    have hx : -(a : ℂ) * (x : ℂ) ^ 2 + Complex.I * (G : ℂ) * (x : ℂ) + 0
        = ((-a * x ^ 2 : ℝ) : ℂ) + ((G * x : ℝ) : ℂ) * Complex.I := by
      push_cast
      ring
    rw [hx, Complex.exp_add, ← Complex.ofReal_exp (-a * x ^ 2), Complex.re_ofReal_mul,
      Complex.exp_ofReal_mul_I_re]
    unfold gaussian
    ring
  -- the complex result is real
  have hpos : 0 ≤ π / a := (div_pos Real.pi_pos ha).le
  have h1 : ((π : ℝ) : ℂ) / -(-(a : ℂ)) = ((π / a : ℝ) : ℂ) := by simp
  have h12 : ((1 / 2 : ℝ) : ℂ) = 1 / 2 := by norm_num
  have h2 : ((π / a : ℝ) : ℂ) ^ (1 / 2 : ℂ) = ((Real.sqrt (π / a) : ℝ) : ℂ) := by
    rw [Real.sqrt_eq_rpow, Complex.ofReal_cpow hpos, h12]
  have h3 : (0 : ℂ) - (Complex.I * (G : ℂ)) ^ 2 / (4 * -(a : ℂ))
      = ((-G ^ 2 / (4 * a) : ℝ) : ℂ) := by
    rw [mul_pow, Complex.I_sq]
    push_cast
    ring
  have hre := Complex.reCLM.integral_comp_comm hi
  simp only [Complex.reCLM_apply] at hre
  simp only [hpt] at hre
  rw [hre, h, h1, h2, h3, ← Complex.ofReal_exp (-G ^ 2 / (4 * a)), Complex.re_ofReal_mul,
    Complex.ofReal_re]

/-- On the whole line, `∫ x sin(G x) exp(-a x²) dx = (G/(2a)) √(π/a) exp(-G²/(4a))`
for `a > 0`. -/
theorem integral_line_radial {a : ℝ} (ha : 0 < a) (G : ℝ) :
    ∫ x : ℝ, x * Real.sin (G * x) * gaussian a x
      = G / (2 * a) * (Real.sqrt (π / a) * Real.exp (-G ^ 2 / (4 * a))) := by
  have hg : Integrable (fun x : ℝ => gaussian a x) := integrable_exp_neg_mul_sq ha
  have hc : Integrable (fun x : ℝ => Real.cos (G * x) * gaussian a x) :=
    integrable_bounded_mul (h := fun x => Real.cos (G * x)) (by fun_prop)
      (fun x => Real.abs_cos_le_one _) hg
  have hF : Integrable (fun x : ℝ => Real.sin (G * x) * gaussian a x) :=
    integrable_bounded_mul (h := fun x => Real.sin (G * x)) (by fun_prop)
      (fun x => Real.abs_sin_le_one _) hg
  have hs := integrable_radial ha G
  -- derivative of sin(G x) exp(-a x²)
  have hd : ∀ x : ℝ, HasDerivAt (fun x : ℝ => Real.sin (G * x) * gaussian a x)
      (G * (Real.cos (G * x) * gaussian a x)
        - 2 * a * (x * Real.sin (G * x) * gaussian a x)) x := by
    intro x
    have h1 : HasDerivAt (fun x : ℝ => Real.sin (G * x)) (Real.cos (G * x) * (G * 1)) x :=
      ((hasDerivAt_id' x).const_mul G).sin
    have hp : HasDerivAt (fun x : ℝ => x ^ 2) (2 * x) x := by
      simpa using hasDerivAt_pow 2 x
    have h2 : HasDerivAt (fun x : ℝ => Real.exp (-a * x ^ 2))
        (Real.exp (-a * x ^ 2) * (-a * (2 * x))) x := (hp.const_mul (-a)).exp
    have h3 := h1.fun_mul h2
    unfold gaussian
    refine h3.congr_deriv ?_
    ring
  have hint : Integrable (fun x : ℝ => G * (Real.cos (G * x) * gaussian a x)
      - 2 * a * (x * Real.sin (G * x) * gaussian a x)) :=
    (hc.const_mul G).sub (hs.const_mul (2 * a))
  -- integration by parts: the total derivative integrates to zero
  have h0 : ∫ x : ℝ, (G * (Real.cos (G * x) * gaussian a x)
      - 2 * a * (x * Real.sin (G * x) * gaussian a x)) = 0 :=
    integral_eq_zero_of_hasDerivAt_of_integrable hd hint hF
  rw [integral_sub (hc.const_mul G) (hs.const_mul (2 * a)),
    MeasureTheory.integral_const_mul G, MeasureTheory.integral_const_mul (2 * a),
    integral_cos_mul_gaussian ha G] at h0
  have h2a : 2 * a ≠ 0 := by positivity
  rw [div_mul_eq_mul_div, eq_div_iff h2a]
  linear_combination (-1 : ℝ) * h0

/-- For `a, G > 0` the radial transform of `exp(-a r²)` is `(π/a)^(3/2) exp(-G²/(4a))`. -/
theorem radialTransform_gaussian {a G : ℝ} (ha : 0 < a) (hG : 0 < G) :
    radialTransform (gaussian a) G
      = (π / a) ^ ((3 : ℝ) / 2) * Real.exp (-G ^ 2 / (4 * a)) := by
  -- the integrand is even, so the half line carries half of the integral
  have he : ∀ x : ℝ, |x| * Real.sin (G * |x|) * gaussian a (|x|)
      = x * Real.sin (G * x) * gaussian a x := by
    intro x
    rcases abs_choice x with h | h
    · rw [h]
    · rw [h]
      simp only [gaussian, mul_neg, Real.sin_neg, neg_sq]
      ring
  have h2 := integral_comp_abs (f := fun r : ℝ => r * Real.sin (G * r) * gaussian a r)
  simp only [he] at h2
  rw [integral_line_radial ha G] at h2
  have hI : ∫ r in Ioi (0 : ℝ), r * Real.sin (G * r) * gaussian a r
      = G / (2 * a) * (Real.sqrt (π / a) * Real.exp (-G ^ 2 / (4 * a))) / 2 := by
    linarith
  have hr : (π / a) ^ ((3 : ℝ) / 2) = π / a * Real.sqrt (π / a) := by
    rw [Real.sqrt_eq_rpow, show (3 : ℝ) / 2 = 1 + 1 / 2 by norm_num,
      Real.rpow_add (div_pos Real.pi_pos ha), Real.rpow_one]
  unfold radialTransform
  rw [hI, hr]
  linear_combination
    (π / a * Real.sqrt (π / a) * Real.exp (-G ^ 2 / (4 * a))) * mul_inv_cancel₀ hG.ne'

/-- For positive exponents and `G > 0`, the radial transform of `∑ᵢ cᵢ exp(-aᵢ r²)` is
`∑ᵢ cᵢ (π/aᵢ)^(3/2) exp(-G²/(4aᵢ))`. -/
theorem radialTransform_gaussianSum {ι : Type*} (s : Finset ι) (c a : ι → ℝ) {G : ℝ}
    (ha : ∀ i ∈ s, 0 < a i) (hG : 0 < G) :
    radialTransform (gaussianSum s c a) G
      = ∑ i ∈ s, c i * ((π / a i) ^ ((3 : ℝ) / 2) * Real.exp (-G ^ 2 / (4 * a i))) := by
  have hpt : ∀ r : ℝ, r * Real.sin (G * r) * gaussianSum s c a r
      = ∑ i ∈ s, c i * (r * Real.sin (G * r) * gaussian (a i) r) := by
    intro r
    unfold gaussianSum
    rw [Finset.mul_sum]
    exact Finset.sum_congr rfl fun i _ => by ring
  have hint : ∀ i ∈ s, Integrable
      (fun r : ℝ => c i * (r * Real.sin (G * r) * gaussian (a i) r))
      (volume.restrict (Ioi (0 : ℝ))) :=
    fun i hi => ((integrable_radial (ha i hi) G).const_mul (c i)).integrableOn
  -- linearity of the integral
  have hsum : ∫ r in Ioi (0 : ℝ), ∑ i ∈ s, c i * (r * Real.sin (G * r) * gaussian (a i) r)
      = ∑ i ∈ s, ∫ r in Ioi (0 : ℝ), c i * (r * Real.sin (G * r) * gaussian (a i) r) := by
    exact integral_finsetSum s hint
  unfold radialTransform
  simp only [hpt]
  rw [hsum, Finset.mul_sum]
  refine Finset.sum_congr rfl fun i hi => ?_
  rw [MeasureTheory.integral_const_mul (c i), ← radialTransform_gaussian (ha i hi) hG]
  unfold radialTransform
  ring

/-- For `a, ε > 0` the damping factor `exp(-G²/(4a))` is at most `ε` exactly when
`G² ≥ 4a ln(1/ε)`. -/
theorem damping_le_iff {a ε : ℝ} (ha : 0 < a) (hε : 0 < ε) (G : ℝ) :
    Real.exp (-G ^ 2 / (4 * a)) ≤ ε ↔ 4 * a * Real.log (1 / ε) ≤ G ^ 2 := by
  have h4a : 0 < 4 * a := by positivity
  rw [← Real.le_log_iff_exp_le hε, one_div, Real.log_inv, div_le_iff₀ h4a]
  constructor <;> intro h <;> linarith

/-- If `0 < aᵢ ≤ A`, `G > 0`, `ε > 0` and `G² ≥ 4A ln(1/ε)`, the radial transform of
`∑ᵢ cᵢ exp(-aᵢ r²)` is at most `ε ∑ᵢ |cᵢ| (π/aᵢ)^(3/2)` in modulus. -/
theorem cutoff_bound {ι : Type*} (s : Finset ι) (c a : ι → ℝ) {A G ε : ℝ}
    (ha : ∀ i ∈ s, 0 < a i) (hA : ∀ i ∈ s, a i ≤ A) (hG : 0 < G) (hε : 0 < ε)
    (hcut : 4 * A * Real.log (1 / ε) ≤ G ^ 2) :
    |radialTransform (gaussianSum s c a) G|
      ≤ ε * ∑ i ∈ s, |c i| * (π / a i) ^ ((3 : ℝ) / 2) := by
  rw [radialTransform_gaussianSum s c a ha hG, Finset.mul_sum]
  refine (Finset.abs_sum_le_sum_abs _ _).trans (Finset.sum_le_sum fun i hi => ?_)
  have hai := ha i hi
  have hW : 0 < (π / a i) ^ ((3 : ℝ) / 2) :=
    Real.rpow_pos_of_pos (div_pos Real.pi_pos hai) _
  -- the condition for the upper bound A implies the one for each exponent
  have hi' : 4 * a i * Real.log (1 / ε) ≤ G ^ 2 := by
    rcases le_total (Real.log (1 / ε)) 0 with h | h
    · nlinarith [mul_nonneg hai.le (neg_nonneg.2 h), sq_nonneg G]
    · nlinarith [mul_nonneg (sub_nonneg.2 (hA i hi)) h]
  have hE := (damping_le_iff hai hε G).2 hi'
  rw [abs_mul, abs_of_pos (mul_pos hW (Real.exp_pos _))]
  nlinarith [mul_nonneg (mul_nonneg (abs_nonneg (c i)) hW.le) (sub_nonneg.2 hE)]

/-- For a single Gaussian `c exp(-a r²)` with `c ≠ 0` and `a, G, ε > 0`, the transform is at
most `ε |c| (π/a)^(3/2)` in modulus if and only if `G² ≥ 4a ln(1/ε)`. -/
theorem cutoff_sharp {c a G ε : ℝ} (hc : c ≠ 0) (ha : 0 < a) (hG : 0 < G) (hε : 0 < ε) :
    |radialTransform (fun r => c * gaussian a r) G| ≤ ε * (|c| * (π / a) ^ ((3 : ℝ) / 2))
      ↔ 4 * a * Real.log (1 / ε) ≤ G ^ 2 := by
  have h := radialTransform_gaussianSum ({()} : Finset Unit) (fun _ => c) (fun _ => a)
    (fun _ _ => ha) hG
  have hf : gaussianSum ({()} : Finset Unit) (fun _ => c) (fun _ => a)
      = fun r => c * gaussian a r := by
    funext r
    simp only [gaussianSum, Finset.sum_singleton]
  simp only [hf, Finset.sum_singleton] at h
  have hW : 0 < (π / a) ^ ((3 : ℝ) / 2) := Real.rpow_pos_of_pos (div_pos Real.pi_pos ha) _
  have hK : 0 < |c| * (π / a) ^ ((3 : ℝ) / 2) := mul_pos (abs_pos.2 hc) hW
  rw [h, abs_mul, abs_of_pos (mul_pos hW (Real.exp_pos _)), ← damping_le_iff ha hε G]
  constructor
  · intro h1
    by_contra hn
    have hlt := not_le.1 hn
    nlinarith [mul_pos hK (sub_pos.2 hlt)]
  · intro h1
    nlinarith [mul_nonneg hK.le (sub_nonneg.2 h1)]

end

end GaussianPseudopotentialTransform
```

```lean
#print axioms GaussianPseudopotentialTransform.radialTransform_gaussianSum
#print axioms GaussianPseudopotentialTransform.cutoff_bound
#print axioms GaussianPseudopotentialTransform.cutoff_sharp
```

```
'GaussianPseudopotentialTransform.radialTransform_gaussianSum' depends on axioms: [propext, Classical.choice, Quot.sound]
'GaussianPseudopotentialTransform.cutoff_bound' depends on axioms: [propext, Classical.choice, Quot.sound]
'GaussianPseudopotentialTransform.cutoff_sharp' depends on axioms: [propext, Classical.choice, Quot.sound]
```

## Reading the definitions and theorems

`gaussian a r` is \(e^{-ar^2}\). `gaussianSum s c a` is the potential \(V\): the finite set `s` labels the terms, and `c` and `a` assign a coefficient and an exponent to each label. Positivity and the bound by `A` are required only for labels in `s`. An empty `s` is allowed and gives \(0\le0\).

`radialTransform V G` is \(T[V](G)\), with the integral over `Ioi (0 : ℝ)`, the open half line. The convention has no factor \((2\pi)^{-3/2}\) and no division by a cell volume. The exponent `(3 : ℝ) / 2` is a real power.

`radialTransform_gaussian` is the closed formula, `radialTransform_gaussianSum` its extension to sums, `cutoff_bound` the implication for \(V\), and `cutoff_sharp` the equivalence for one term.

The potential is an idealised local one. Terms with additional powers of \(r\), the Coulomb tail \(-Z/r\) of an ion and angular-momentum projectors are not covered, and neither is the component at \(G=0\). The tolerance is relative to \(\sum_i|c_i|(\pi/a_i)^{3/2}\). When coefficients of opposite sign cancel, this scale can be much larger than the transform itself at small \(G\). The bound concerns individual Fourier components of the potential, and gives no error estimate for a total energy.

## How the proof follows the derivation

`integrable_bounded_mul` says that multiplying an integrable function by a continuous factor of modulus at most one keeps it integrable. `integrable_radial` applies this to the sine and the integrable function \(x e^{-ax^2}\). The integrals being manipulated are therefore convergent ones.

`integral_cos_mul_gaussian` uses Mathlib's complex Gaussian integral `integral_cexp_quadratic` in place of the contour shift, with quadratic coefficient \(-a\) and linear coefficient \(iG\). The step `hpt` identifies the real part of the integrand as the cosine times the Gaussian. The steps `h1`, `h2` and `h3` show that the complex answer is a real number, and `Complex.reCLM.integral_comp_comm` exchanges the real part with the integral.

`integral_line_radial` is the integration by parts. The step `hd` computes the derivative above, and `h0` says that its integral vanishes. Here Lean uses integrability of both the function and its derivative, instead of evaluating limits at infinity. The final `linear_combination` solves \(0=GC-2aS\) for \(S\).

In `radialTransform_gaussian`, the step `he` expresses evenness by replacing \(x\) with \(|x|\), and `integral_comp_abs` supplies the factor of two. The step `hr` splits \((\pi/a)^{3/2}\) into \((\pi/a)\sqrt{\pi/a}\), after which the factors of \(G\) cancel.

`radialTransform_gaussianSum` moves the finite sum through the integral, using integrability of each term, and applies the single-Gaussian formula term by term. `damping_le_iff` is the logarithmic equivalence.

`cutoff_bound` combines these with `Finset.abs_sum_le_sum_abs`, the triangle inequality. Its split with `le_total` is the case distinction on the sign of \(\ln(1/\varepsilon)\). `cutoff_sharp` treats one Gaussian as a sum over a one-element set. The positive factor `hK` then permits the comparison in both directions; this is where \(c\ne0\) is used.
